# An upper bound on occupations in [0, (√5 − 1)/2] under alternating SP2 steps

In SP2 purification, occupations are changed by the polynomials X² and 2X − X²; here the two are applied alternately, squaring first, so that one pair sends x to 2x² − x⁴. The theorem `iterate_le_of_le_threshold` concerns a single occupation, a real number x with 0 ≤ x ≤ c, where c = (√5 − 1)/2. It states that after any number n of pairs the value is still nonnegative and is at most (2x − x³)ⁿ x. The proof goes by induction on n: a pair multiplies the current value y by 2y − y³, and since y ≤ x this factor is at most 2x − x³.

The first attempt, which Lean rejects:

```lean
import Mathlib

open Filter Topology

namespace SP2Alternating

noncomputable section

/-- The SP2 step that squares its argument. -/
def squareStep {R : Type*} [Ring R] (X : R) : R := X ^ 2

/-- The SP2 step that sends `X` to `2X - X²`. -/
def foldStep {R : Type*} [Ring R] (X : R) : R := 2 * X - X ^ 2

/-- One SP2 pair: first square, then apply `2X - X²`. -/
def sp2Pair {R : Type*} [Ring R] (X : R) : R := foldStep (squareStep X)

/-- The threshold occupation `c = (√5 - 1)/2`. -/
def threshold : ℝ := (√5 - 1) / 2

/-- The SP2 pair is the quartic polynomial `2X² - X⁴`. -/
theorem sp2Pair_eq {R : Type*} [Ring R] (X : R) :
    sp2Pair X = 2 * X ^ 2 - X ^ 4 := by
  simp only [sp2Pair, foldStep, squareStep, ← pow_mul, Nat.reduceMul]

/-- The threshold lies strictly between 0 and 1 and solves `c² + c = 1`. -/
theorem threshold_spec :
    0 < threshold ∧ threshold < 1 ∧ threshold ^ 2 + threshold = 1 := by
  have h5 : √5 ^ 2 = (5 : ℝ) := Real.sq_sqrt (by norm_num)
  have h1 : 1 < √5 := (Real.lt_sqrt (by norm_num)).2 (by norm_num)
  have h3 : √5 < 3 := (Real.sqrt_lt' (by norm_num)).2 (by norm_num)
  unfold threshold
  refine ⟨by linarith, by linarith, ?_⟩
  linear_combination h5 / 4

/-- An occupation `x` in `[0, c]` stays nonnegative under repeated SP2 pairs and is bounded
after `n` pairs by `(2x - x³)ⁿ x`. -/
theorem iterate_le_of_le_threshold {x : ℝ} (hx : 0 ≤ x) (hxc : x ≤ threshold) (n : ℕ) :
    0 ≤ sp2Pair^[n] x ∧ sp2Pair^[n] x ≤ (2 * x - x ^ 3) ^ n * x := by
  obtain ⟨c0, c1, hc⟩ := threshold_spec
  have hq : x ^ 2 + x ≤ 1 := by
    nlinarith [mul_nonneg (sub_nonneg.2 hxc) (add_nonneg c0.le hx)]
  have hx23 : x ≤ 2 / 3 := by nlinarith [sq_nonneg (x - 2 / 3)]
  have hr0 : 0 ≤ 2 * x - x ^ 3 := by
    have h : 0 ≤ 2 - x ^ 2 := by linarith
    nlinarith [mul_nonneg hx h]
  have hr1 : 2 * x - x ^ 3 ≤ 1 := by
    have h : 0 ≤ (1 - x) * (1 - x - x ^ 2) :=
      mul_nonneg (by linarith) (by linarith)
    nlinarith [h]
  induction n with
  | zero => simpa using hx
  | succ n ih =>
    obtain ⟨h0, h1⟩ := ih
    rw [Function.iterate_succ_apply']
    generalize sp2Pair^[n] x = y at h0 h1 ⊢
    have hyx : y ≤ x := h1.trans (mul_le_of_le_one_left hx (pow_le_one₀ hr0 hr1))
    have hf : sp2Pair y = (2 * y - y ^ 3) * y := by rw [sp2Pair_eq]; ring
    have hs : 0 ≤ 2 - x ^ 2 - x * y - y ^ 2 := by
      nlinarith [mul_nonneg hx (sub_nonneg.2 hx23), mul_nonneg h0 (sub_nonneg.2 hx23),
        mul_nonneg h0 (sub_nonneg.2 (hyx.trans hx23))]
    -- the contraction factor is largest at the starting point
    have hle : 2 * y - y ^ 3 ≤ 2 * x - x ^ 3 := by
      nlinarith [mul_nonneg (sub_nonneg.2 hyx) hs]
    have hy0 : 0 ≤ 2 * y - y ^ 3 := by
      have h : 0 ≤ 2 - y ^ 2 := by nlinarith [mul_nonneg hx h0, sq_nonneg x]
      nlinarith [mul_nonneg h0 h]
    rw [hf]
    refine ⟨mul_nonneg hy0 h0, ?_⟩
    rw [pow_succ', mul_assoc]
    exact mul_le_mul hle h1 h0 hr0

end

end SP2Alternating
```

The error:

```
Main.lean:70:19: error: Tactic `rewrite` failed: Did not find an occurrence of the pattern
  ?a * ?b * ?c
in the target expression
  (2 * y - y * y ^ 2) * y ≤ (2 * x - x ^ 3) ^ (n + 1) * x

case succ
x : ℝ
hx : 0 ≤ x
hxc : x ≤ threshold
c0 : 0 < threshold
c1 : threshold < 1
hc : threshold ^ 2 + threshold = 1
hq : x ^ 2 + x ≤ 1
hx23 : x ≤ 2 / 3
hr0 : 0 ≤ 2 * x - x ^ 3
hr1 : 2 * x - x ^ 3 ≤ 1
n : ℕ
y : ℝ
h0 : 0 ≤ y
h1 : y ≤ (2 * x - x ^ 3) ^ n * x
hyx : y ≤ x
hf : sp2Pair y = (2 * y - y ^ 3) * y
hs : 0 ≤ 2 - x ^ 2 - x * y - y ^ 2
hle : 2 * y - y ^ 3 ≤ 2 * x - x ^ 3
hy0 : 0 ≤ 2 * y - y ^ 3
⊢ (2 * y - y * y ^ 2) * y ≤ (2 * x - x ^ 3) ^ (n + 1) * x
```

Cause. The error is in the last step of the induction, where the power on the right-hand side has to be split. `pow_succ'` rewrites a power `a ^ (n + 1)` as `a * a ^ n`, and without arguments `rw` settles on the first match it finds. That was `y ^ 3` on the left, since the numeral 3 can be read as 2 + 1. The goal in the message shows the result: `y ^ 3` has become `y * y ^ 2`, while `(2 * x - x ^ 3) ^ (n + 1)` is untouched. `mul_assoc` then looks for a product of the form `?a * ?b * ?c`, and there is none, so Lean reports the failure there.

In the repair, `pow_succ' _ n` fixes the exponent as `n + 1`, so the intended power is split. `mul_assoc` can then regroup the right-hand side as `(2 * x - x ^ 3) * ((2 * x - x ^ 3) ^ n * x)`, the form that `mul_le_mul hle h1 h0 hr0` needs. The arguments added to `mul_assoc` are mere tidying, because by then only that product fits its pattern.

This version goes through:

```diff
@@ -68,5 +68,5 @@
     rw [hf]
     refine ⟨mul_nonneg hy0 h0, ?_⟩
-    rw [pow_succ', mul_assoc]
+    rw [pow_succ' _ n, mul_assoc _ _ x]
     exact mul_le_mul hle h1 h0 hr0
 
```
